# The characteristic function of a displaced oscillator's standardized thermal Franck–Condon band becomes Gaussian at strong coupling

## A band made of weighted lines

A thermal vibronic band can be specified by its generating function or by its lines. Here the lines come first, and the generating function is derived from them.

Consider one harmonic mode whose equilibrium position shifts in an electronic transition while its frequency stays the same. Let $S$ be the Huang–Rhys factor, the coupling strength, and $n\ge 0$ the mean thermal occupation of the mode. In the absorption spectrum, a contribution in which $j$ quanta are created and $k$ absorbed from the mode lies at energy $j-k$, in vibrational quanta from the zero-phonon line, and has weight

$$P_{jk}=e^{-S(2n+1)}\,\frac{(S(n+1))^j}{j!}\,\frac{(Sn)^k}{k!}.$$

This double Poisson law is postulated. Summed at fixed $j-k$, it stands for the thermally averaged squared overlaps of the displaced oscillator states, which are not computed here. Contributions with equal $j-k$ add up to one observed line.

The band has mean $S(n+1)-Sn=S$ and variance $S(n+1)+Sn=s^2$, with $s=\sqrt{S(2n+1)}$. Centred and scaled to unit width, it has the characteristic function

$$\varphi_S(t)=\sum_{j,k}P_{jk}\,e^{it(j-k-S)/s}.$$

## The limit and its reading in Lean

The final theorem, `thermal_band_becomes_gaussian`, says that for every real $t$ and every fixed $n\ge0$, $\varphi_S(t)\to e^{-t^2/2}$ as $S\to\infty$.

In the file, `p.1` and `p.2` are $j$ and $k$, `lineWeight` is $P_{jk}$, `bandWidth` is $s$, and `standardBand` is $\varphi_S(t)$. `Tendsto … atTop` expresses the limit $S\to\infty$; the Gaussian is a real number regarded as complex.

Convergence is for each $t$ separately. Passing from there to the intensity distribution takes Lévy's continuity theorem, a further step. Frequency changes, several modes and coordinate-dependent transition moments are not covered.

For a single harmonic mode of unchanged frequency, the result supports approximating a strongly coupled vibrational progression by a Gaussian of width $s$ when only the overall shape of the band, on the scale of $s$, matters. The lines themselves remain discrete, one quantum apart, and the theorem does not describe their individual heights.

## From the line sum to the Gaussian

Put $z=it/s$. Since $e^{z(j-k)}=(e^z)^j(e^{-z})^k$, the double sum factorizes into two exponential series:

$$\sum_{j,k}P_{jk}e^{z(j-k)}=e^{-S(2n+1)}\,e^{S(n+1)e^z}\,e^{Sne^{-z}}.$$

The centring phase $e^{-zS}$ then gives $\varphi_S(t)=e^{E}$ with

$$E=S(n+1)(e^z-1)+Sn(e^{-z}-1)-zS.$$

Write $e^{z}=1+z+z^2/2+R(z)$, and likewise for $-z$. The linear terms cancel, because $S(n+1)-Sn-S=0$. The quadratic terms give $s^2z^2/2=-t^2/2$. Hence

$$E+\frac{t^2}{2}=S(n+1)R(z)+Sn\,R(-z).$$

For $|z|\le1$,

$$|R(\pm z)|\le\frac{|z|^3}{6}\left(1+\frac14+\frac1{16}+\cdots\right)=\frac29|z|^3.$$

Therefore, when $|t|\le s$,

$$\left|E+\frac{t^2}{2}\right|\le s^2\cdot\frac29\,\frac{|t|^3}{s^3}=\frac{2|t|^3}{9s}.$$

For fixed $t$ the condition $|t|\le s$ holds once $S$ is large enough, and the bound tends to zero. Continuity of the exponential gives the limit.

## A vanishing width at $n=-1/2$

The hypothesis $n\ge0$ cannot simply be dropped from the Lean theorem. Take $n=-1/2$, which is not a possible thermal occupation but is accepted by the Lean definitions: the width is then zero for every $S$. Lean sets division by zero to zero, so every phase is $1$ and $\varphi_S(t)=e^{S/2}e^{-S/2}=1$, which does not tend to $e^{-t^2/2}$ unless $t=0$. This example is worked by hand and does not appear in the file.

## The complete file

```lean
import Mathlib

open Filter Topology

namespace ThermalFranckCondon

noncomputable section

/-- Weight of the contribution in which `p.1` quanta are created and `p.2` absorbed: a product of
Poisson weights with means `S (n + 1)` and `S n`, for `S ≥ 0` and thermal occupation `n ≥ 0`. -/
def lineWeight (S n : ℝ) (p : ℕ × ℕ) : ℝ :=
  Real.exp (-(S * (2 * n + 1))) * ((S * (n + 1)) ^ p.1 / (p.1.factorial : ℝ)) *
    ((S * n) ^ p.2 / (p.2.factorial : ℝ))

/-- The width `s = √(S (2n + 1))` of the thermal band, in units of the vibrational quantum. -/
def bandWidth (S n : ℝ) : ℝ := Real.sqrt (S * (2 * n + 1))

/-- Characteristic function of the band after its centre is moved from `S` to zero and
its energy axis is divided by the width, for `S > 0` and `n ≥ 0`. -/
def standardBand (S n t : ℝ) : ℂ :=
  ∑' p : ℕ × ℕ, (lineWeight S n p : ℂ) *
    Complex.exp (Complex.I * t * (((p.1 : ℂ) - p.2 - S) / bandWidth S n))

/-- The exponent `S(n+1)(exp(it/s) - 1) + S n (exp(-it/s) - 1) - i t S/s`,
for `S > 0` and `n ≥ 0`. -/
def bandExponent (S n t : ℝ) : ℂ :=
  S * (n + 1) * (Complex.exp (Complex.I * (t / bandWidth S n)) - 1) +
    S * n * (Complex.exp (-(Complex.I * (t / bandWidth S n))) - 1) -
    Complex.I * (t / bandWidth S n) * S

/-- Two absolutely convergent series multiply to a double series. -/
theorem hasSum_product {K : Type*} [NormedField K] [CompleteSpace K] {f g : ℕ → K} {a b : K}
    (hf : HasSum f a) (hg : HasSum g b) (nf : Summable fun k => ‖f k‖)
    (ng : Summable fun k => ‖g k‖) :
    HasSum (fun p : ℕ × ℕ => f p.1 * g p.2) (a * b) := by
  have hs := summable_mul_of_summable_norm nf ng
  exact HasSum.mul hf hg hs

/-- The double series with terms `a^j/j! * (b^k/k!)` over all pairs `(j, k)` sums to `exp a * exp
b`. -/
theorem hasSum_two_exponentials (a b : ℂ) :
    HasSum (fun p : ℕ × ℕ => a ^ p.1 / (p.1.factorial : ℂ) * (b ^ p.2 / (p.2.factorial : ℂ)))
      (Complex.exp a * Complex.exp b) := by
  have h : ∀ z : ℂ, HasSum (fun k : ℕ => z ^ k / (k.factorial : ℂ)) (Complex.exp z) := by
    intro z
    rw [Complex.exp_eq_exp_ℂ]
    exact NormedSpace.expSeries_div_hasSum_exp z
  have hn : ∀ z : ℂ, Summable (fun k : ℕ => ‖z ^ k / (k.factorial : ℂ)‖) := by
    intro z
    simp only [norm_div, norm_pow, Complex.norm_natCast]
    exact Real.summable_pow_div_factorial ‖z‖
  have q := hasSum_product (h a) (h b) (hn a) (hn b)
  exact q

/-- Summing the line spectrum with phases `exp(iτ(j - k))` gives the closed form of the
thermal Franck-Condon generating function. -/
theorem hasSum_thermal_band (S n τ : ℝ) :
    HasSum (fun p : ℕ × ℕ => (lineWeight S n p : ℂ) *
        Complex.exp (Complex.I * τ * ((p.1 : ℂ) - p.2)))
      (Complex.exp (S * (n + 1) * (Complex.exp (Complex.I * τ) - 1) +
        S * n * (Complex.exp (-(Complex.I * τ)) - 1))) := by
  have h := (hasSum_two_exponentials (S * (n + 1) * Complex.exp (Complex.I * τ))
    (S * n * Complex.exp (-(Complex.I * τ)))).mul_left
      (Complex.exp (-((S : ℂ) * (2 * n + 1))))
  convert h using 1
  · rfl
  · funext p
    -- each created or absorbed quantum contributes one phase factor
    have e : Complex.exp (Complex.I * τ * ((p.1 : ℂ) - p.2)) =
        Complex.exp (Complex.I * τ) ^ p.1 * Complex.exp (-(Complex.I * τ)) ^ p.2 := by
      rw [← Complex.exp_nat_mul, ← Complex.exp_nat_mul, ← Complex.exp_add]
      congr 1
      ring
    rw [e, lineWeight]
    push_cast
    simp only [mul_pow]
    ring
  · rw [← Complex.exp_add, ← Complex.exp_add]
    congr 1
    ring

/-- The characteristic function of the standardized band is the exponential of
`bandExponent`. -/
theorem standardBand_eq (S n t : ℝ) :
    standardBand S n t = Complex.exp (bandExponent S n t) := by
  have h := (hasSum_thermal_band S n (t / bandWidth S n)).mul_right
    (Complex.exp (-(Complex.I * (t / bandWidth S n) * S)))
  rw [standardBand, bandExponent]
  refine HasSum.tsum_eq ?_
  convert h using 1
  · rfl
  · funext p
    rw [mul_assoc (lineWeight S n p : ℂ), ← Complex.exp_add]
    congr 2
    push_cast
    ring
  · rw [← Complex.exp_add]
    congr 1
    push_cast
    ring

/-- Third-order remainder of the exponential in the unit disc. -/
theorem exp_remainder (z : ℂ) (hz : ‖z‖ ≤ 1) :
    ‖Complex.exp z - (1 + z + z ^ 2 / 2)‖ ≤ 2 / 9 * ‖z‖ ^ 3 := by
  have h := Complex.exp_bound hz (n := 3) (by norm_num)
  have e : ∑ m ∈ Finset.range 3, z ^ m / (m.factorial : ℂ) = 1 + z + z ^ 2 / 2 := by
    simp [Finset.sum_range_succ, Nat.factorial]
  have c : ((Nat.succ 3 : ℕ) : ℝ) * (((Nat.factorial 3 : ℕ) : ℝ) * ((3 : ℕ) : ℝ))⁻¹
      = 2 / 9 := by
    norm_num [Nat.factorial]
  rw [e, c] at h
  linarith

/-- For `S > 0`, `n ≥ 0` and `|t| ≤ s` the exponent differs from `-t²/2` by at most `(2/9) |t|³/s`.
-/
theorem bandExponent_bound (S n t : ℝ) (hS : 0 < S) (hn : 0 ≤ n)
    (ht : |t| ≤ bandWidth S n) :
    ‖bandExponent S n t + ((t ^ 2 / 2 : ℝ) : ℂ)‖ ≤ 2 / 9 * |t| ^ 3 / bandWidth S n := by
  have hm : 0 < 2 * n + 1 := by linarith
  have hw : 0 < bandWidth S n := Real.sqrt_pos.mpr (mul_pos hS hm)
  have hw2 : bandWidth S n ^ 2 = S * (2 * n + 1) := Real.sq_sqrt (mul_pos hS hm).le
  have h2 : t ^ 2 / 2 = S * (2 * n + 1) * (t / bandWidth S n) ^ 2 / 2 := by
    rw [div_pow, hw2]
    field_simp
  obtain ⟨z, hzd⟩ : ∃ z : ℂ, z = Complex.I * ((t : ℂ) / bandWidth S n) := ⟨_, rfl⟩
  have hz : ‖z‖ = |t| / bandWidth S n := by
    rw [hzd, norm_mul, Complex.norm_I, one_mul, ← Complex.ofReal_div, Complex.norm_real,
      Real.norm_eq_abs, abs_div, abs_of_pos hw]
  have hz1 : ‖z‖ ≤ 1 := by
    rw [hz]
    exact (div_le_one hw).mpr ht
  have r1 := exp_remainder z hz1
  have r2 := exp_remainder (-z) (by rw [norm_neg]; exact hz1)
  rw [hz] at r1
  rw [norm_neg, hz] at r2
  -- only the Taylor remainders of the two exponentials survive
  have key : bandExponent S n t + ((t ^ 2 / 2 : ℝ) : ℂ) =
      ((S * (n + 1) : ℝ) : ℂ) * (Complex.exp z - (1 + z + z ^ 2 / 2)) +
      ((S * n : ℝ) : ℂ) * (Complex.exp (-z) - (1 + -z + (-z) ^ 2 / 2)) := by
    rw [h2, bandExponent, hzd]
    push_cast
    linear_combination
      ((S : ℂ) * (2 * n + 1) / 2 * ((t : ℂ) / bandWidth S n) ^ 2) * Complex.I_sq
  have ha : 0 ≤ S * (n + 1) := by positivity
  have hb : 0 ≤ S * n := by positivity
  rw [key]
  refine (norm_add_le _ _).trans ?_
  rw [norm_mul, norm_mul, Complex.norm_real, Complex.norm_real,
    Real.norm_of_nonneg ha, Real.norm_of_nonneg hb]
  have e : 2 / 9 * |t| ^ 3 / bandWidth S n =
      bandWidth S n ^ 2 * (2 / 9 * (|t| / bandWidth S n) ^ 3) := by
    field_simp
  rw [e, hw2]
  have m1 := mul_le_mul_of_nonneg_left r1 ha
  have m2 := mul_le_mul_of_nonneg_left r2 hb
  linarith

/-- At strong coupling the characteristic function of the standardized thermal
Franck-Condon band tends to the Gaussian `exp(-t²/2)`, at every thermal occupation `n ≥ 0`. -/
theorem thermal_band_becomes_gaussian (n t : ℝ) (hn : 0 ≤ n) :
    Tendsto (fun S => standardBand S n t) atTop
      (𝓝 ((Real.exp (-(t ^ 2 / 2)) : ℝ) : ℂ)) := by
  have hm : 0 < 2 * n + 1 := by linarith
  have hw : Tendsto (fun S => bandWidth S n) atTop atTop :=
    Real.tendsto_sqrt_atTop.comp (tendsto_id.atTop_mul_const hm)
  -- the error bound vanishes because the width diverges
  have h : Tendsto (fun S => bandExponent S n t) atTop (𝓝 (-((t ^ 2 / 2 : ℝ) : ℂ))) := by
    rw [tendsto_iff_norm_sub_tendsto_zero]
    refine squeeze_zero' (Eventually.of_forall fun S => norm_nonneg _) ?_
      (hw.const_div_atTop (2 / 9 * |t| ^ 3))
    filter_upwards [eventually_gt_atTop 0, hw.eventually_ge_atTop |t|] with S hS ht
    rw [sub_neg_eq_add]
    exact bandExponent_bound S n t hS hn ht
  simp only [standardBand_eq]
  rw [Complex.ofReal_exp, Complex.ofReal_neg]
  exact (Complex.continuous_exp.tendsto _).comp h

end

end ThermalFranckCondon
```

```lean
#print axioms ThermalFranckCondon.thermal_band_becomes_gaussian
```

```
'ThermalFranckCondon.thermal_band_becomes_gaussian' depends on axioms: [propext, Classical.choice, Quot.sound]
```

## How the proof follows the calculation

`hasSum_product` multiplies two absolutely convergent series, and `hasSum_two_exponentials` applies it to the exponential series. `hasSum_thermal_band` splits the phase into powers and sums the lines. `standardBand_eq` adds the centring phase and identifies the exponent $E$, called `bandExponent`.

`exp_remainder` takes the constant $2/9$ from Mathlib's `Complex.exp_bound`. In `bandExponent_bound`, the identity `key` is the cancellation of the lower orders: `linear_combination` verifies it using $i^2=-1$. The triangle inequality and the two remainder bounds then give the estimate.

In the final theorem, `filter_upwards` restricts attention to $S>0$ with $|t|\le s$, and `squeeze_zero'` traps the error between zero and a multiple of $1/s$. Composing with `Complex.continuous_exp` carries the limit from the exponent to the characteristic function.
